# Importance weights from a centred normal proposal to a standard normal target have finite second moment exactly when the proposal variance exceeds 1/2

Let `p` be the standard normal density on the real line and `q` the centred normal density of standard deviation `s > 0`, both normalised. The integral of `p²/q` is the second moment, under `q`, of the importance weight `p/q`. The theorem `gaussian_weight_secondMoment` states that `p²/q` is integrable exactly when `s² > 1/2`, and that its integral is then `s² / √(2s² - 1)` and is at least one. The attempt writes `p²/q` as a constant times `exp (-a x²)` with `a = 1 - 1/(2s²)`, applies Mathlib's integrability criterion and integral formula for such functions, and takes the lower bound from an earlier lemma.

Lean 4 with Mathlib refuses this proof:

```lean
import Mathlib

open MeasureTheory Filter

namespace GaussianImportanceWeights

noncomputable section

/-- The centred normal density with standard deviation `s`, for `s > 0`. -/
def gaussDensity (s x : ℝ) : ℝ :=
  Real.exp (-x ^ 2 / (2 * s ^ 2)) / (s * √(2 * Real.pi))

/-- The integrand `p² / q` for the standard normal target `p` and the centred normal
proposal `q` of standard deviation `s > 0`. -/
def weightSq (s x : ℝ) : ℝ := gaussDensity 1 x ^ 2 / gaussDensity s x

/-- The integrand `p² / q` is a positive constant times `exp (-a x²)`, where `a = 1 - 1 / (2 s²)`
may have either sign or be zero. -/
theorem weightSq_eq {s : ℝ} (hs : 0 < s) (x : ℝ) :
    weightSq s x =
      s / √(2 * Real.pi) * Real.exp (-(1 - 1 / (2 * s ^ 2)) * x ^ 2) := by
  have h : Real.exp (-(1 - 1 / (2 * s ^ 2)) * x ^ 2) =
      Real.exp (-x ^ 2 / (2 * 1 ^ 2)) ^ 2 / Real.exp (-x ^ 2 / (2 * s ^ 2)) := by
    rw [← Real.exp_nat_mul, ← Real.exp_sub]
    congr 1
    push_cast
    ring
  have key : ∀ a b r : ℝ, b ≠ 0 → r ≠ 0 →
      (a / (1 * r)) ^ 2 / (b / (s * r)) = s / r * (a ^ 2 / b) := by
    intro a b r hb hr
    field_simp
  rw [h]
  exact key _ _ _ (Real.exp_ne_zero _) (by positivity)

/-- For `s > 0` with `s² > 1/2`, the value `s² / √(2 s² - 1)` is at least one, and it equals one
exactly when `s = 1`. -/
theorem secondMoment_bound {s : ℝ} (hs : 0 < s) (h : 1 / 2 < s ^ 2) :
    1 ≤ s ^ 2 / √(2 * s ^ 2 - 1) ∧ (s ^ 2 / √(2 * s ^ 2 - 1) = 1 ↔ s = 1) := by
  have hd : 0 < 2 * s ^ 2 - 1 := by linarith
  have hr : 0 < √(2 * s ^ 2 - 1) := Real.sqrt_pos.mpr hd
  constructor
  · rw [one_le_div hr, Real.sqrt_le_iff]
    exact ⟨sq_nonneg s, by nlinarith [sq_nonneg (s ^ 2 - 1)]⟩
  · rw [div_eq_one_iff_eq hr.ne']
    constructor
    · intro he
      have h1 := Real.sq_sqrt hd.le
      rw [← he] at h1
      have h2 : (s ^ 2 - 1) ^ 2 = 0 := by linear_combination h1
      have h3 : s ^ 2 - 1 = 0 := pow_eq_zero_iff (two_ne_zero) |>.mp h2
      have h4 : (s - 1) * (s + 1) = 0 := by linear_combination h3
      rcases mul_eq_zero.mp h4 with h5 | h5 <;> linarith
    · intro he
      subst he
      norm_num

/-- The function `p² / q` is integrable exactly when the proposal variance exceeds one half,
and its integral is then `s² / √(2 s² - 1)`, which is at least one. -/
theorem gaussian_weight_secondMoment {s : ℝ} (hs : 0 < s) :
    (Integrable (weightSq s) ↔ 1 / 2 < s ^ 2) ∧
    (1 / 2 < s ^ 2 → ∫ x, weightSq s x = s ^ 2 / √(2 * s ^ 2 - 1) ∧
      1 ≤ ∫ x, weightSq s x) := by
  have hf : weightSq s = fun x =>
      s / √(2 * Real.pi) * Real.exp (-(1 - 1 / (2 * s ^ 2)) * x ^ 2) :=
    funext (weightSq_eq hs)
  have hc : s / √(2 * Real.pi) ≠ 0 := by positivity
  constructor
  · -- a Gaussian is integrable exactly when its exponent is confining
    rw [hf, integrable_const_mul_iff hc.isUnit, integrable_exp_neg_mul_sq_iff, sub_pos,
      div_lt_one (by positivity)]
    constructor <;> intro h <;> linarith
  · intro h
    have hd : 0 < 2 * s ^ 2 - 1 := by linarith
    have hval : ∫ x, weightSq s x = s ^ 2 / √(2 * s ^ 2 - 1) := by
      have hb : 1 - 1 / (2 * s ^ 2) = (2 * s ^ 2 - 1) / (2 * s ^ 2) := by
        field_simp
      have hv : Real.pi / (1 - 1 / (2 * s ^ 2)) =
          (2 * Real.pi) * (s ^ 2 / (2 * s ^ 2 - 1)) := by
        rw [hb, div_div_eq_mul_div]
        ring
      have key : ∀ r d : ℝ, r ≠ 0 → s / r * (r * (s / d)) = s ^ 2 / d := by
        intro r d hr
        field_simp
      rw [hf, integral_const_mul, integral_gaussian, hv,
        Real.sqrt_mul (by positivity), Real.sqrt_div (sq_nonneg s), Real.sqrt_sq hs.le]
      exact key _ _ (by positivity)
    exact ⟨hval, hval ▸ (secondMoment_bound hs h).1⟩

end

end GaussianImportanceWeights
```

Compiling this gives:

```
Main.lean:85:39: error: Tactic `rewrite` failed: Did not find an occurrence of the pattern
  √(s ^ 2 / ?y)
in the target expression
  s / (√2 * √Real.pi) * √(2 * Real.pi * (s ^ 2 / (2 * s ^ 2 - 1))) = s ^ 2 / √(2 * s ^ 2 - 1)

s : ℝ
hs : 0 < s
hf : weightSq s = fun x => s / √(2 * Real.pi) * Real.exp (-(1 - 1 / (2 * s ^ 2)) * x ^ 2)
hc : s / √(2 * Real.pi) ≠ 0
h : 1 / 2 < s ^ 2
hd : 0 < 2 * s ^ 2 - 1
hb : 1 - 1 / (2 * s ^ 2) = (2 * s ^ 2 - 1) / (2 * s ^ 2)
hv : Real.pi / (1 - 1 / (2 * s ^ 2)) = 2 * Real.pi * (s ^ 2 / (2 * s ^ 2 - 1))
key : ∀ (r d : ℝ), r ≠ 0 → s / r * (r * (s / d)) = s ^ 2 / d
⊢ s / (√2 * √Real.pi) * √(2 * Real.pi * (s ^ 2 / (2 * s ^ 2 - 1))) = s ^ 2 / √(2 * s ^ 2 - 1)
```

Cause. The error is reported at `Real.sqrt_div`, which finds no square root of the form `√(s ^ 2 / ?y)`, but the fault lies in the rewrite before it. In `Real.sqrt_mul (by positivity)` nothing says which product is to be split, so the pattern is the root of any product. It matched `√(2 * Real.pi)` in the prefactor, which the printed goal shows as `√2 * √Real.pi`. That match fixed the factors as `2` and `Real.pi`, so the larger root, `√(2 * Real.pi * (s ^ 2 / (2 * s ^ 2 - 1)))`, was left whole, and the quotient inside it had no root of its own.

The repair states the type of the nonnegativity proof, `(0 : ℝ) ≤ 2 * Real.pi`, which fixes the first factor as `2 * Real.pi`. The rewrite now passes over the prefactor and splits the larger root, giving `Real.sqrt_div` its quotient. The prefactor also keeps the form `s / √(2 * Real.pi)`, so that `key` fits the final goal with `√(2 * Real.pi)` as its `r`.

The changed comment is mere tidying.

The change, after which it compiles:

```diff
@@ -66,5 +66,5 @@
   have hc : s / √(2 * Real.pi) ≠ 0 := by positivity
   constructor
-  · -- a Gaussian is integrable exactly when its exponent is confining
+  · -- `exp (-a x²)` is integrable exactly when `a > 0`
     rw [hf, integrable_const_mul_iff hc.isUnit, integrable_exp_neg_mul_sq_iff, sub_pos,
       div_lt_one (by positivity)]
@@ -83,5 +83,6 @@
         field_simp
       rw [hf, integral_const_mul, integral_gaussian, hv,
-        Real.sqrt_mul (by positivity), Real.sqrt_div (sq_nonneg s), Real.sqrt_sq hs.le]
+        Real.sqrt_mul (show (0 : ℝ) ≤ 2 * Real.pi by positivity),
+        Real.sqrt_div (sq_nonneg s), Real.sqrt_sq hs.le]
       exact key _ _ (by positivity)
     exact ⟨hval, hval ▸ (secondMoment_bound hs h).1⟩
```
